# One-loop scaling of a positive Kondo exchange coupling: logarithmic running and divergence at TK

## Replacing the bare coupling in a cotunnelling estimate

To estimate the zero-bias conductance of a Coulomb-blockaded quantum dot with one unpaired spin, in the absence of a magnetic field, one can compute the exchange cotunnelling rate to lowest order and then replace the bare exchange coupling by its value at a cutoff comparable to the thermal energy. In the one-loop, single-coupling model treated here, that value depends on the cutoff and on one energy scale, the Kondo temperature. The replacement is sensible only while the resulting coupling is small, which means well above that scale.

Let D > 0 be the cutoff of the conduction band measured from the Fermi level, called the bandwidth below, and let g(D) be the dimensionless exchange coupling of the model with that cutoff. If the exchange term is written J S·σ, with S the dot spin and σ the Pauli matrices of the conduction electrons, then g = νJ, where ν is the density of states per spin. Positive g is antiferromagnetic. Removing the states at the band edges and absorbing their second-order effect into g gives the scaling equation

D g'(D) = −2 g(D)².

This equation is the physical input; it is assumed, not derived from the Kondo Hamiltonian. With D₀ the initial bandwidth, the Kondo temperature, in energy units, is

TK = D₀ exp(−1/(2g(D₀))).

## The running coupling in closed form

Suppose that D₀ > 0, that g(D₀) > 0, and that the scaling equation holds for TK < D ≤ D₀. Then on this window

g(D) = 1/(2 ln(D/TK)),

and g(D) → +∞ as D decreases to TK.

**The coupling stays positive.** The scaling equation gives g' = −2g²/D ≤ 0, so g does not decrease when D is lowered. Hence g(D) ≥ g(D₀) > 0, and division by g is allowed on the whole window.

**The inverse coupling is logarithmic.** Differentiate 1/g − 2 ln D:

−g'/g² − 2/D = 2/D − 2/D = 0.

The combination is therefore constant, and comparing its values at D and D₀ gives

1/g(D) = 1/g(D₀) − 2 ln(D₀/D).

**The Kondo temperature is invariant.** Multiply by −1/2 to get

−1/(2g(D)) = −1/(2g(D₀)) + ln(D₀/D).

Exponentiating and multiplying by D yields

D exp(−1/(2g(D))) = D₀ exp(−1/(2g(D₀))) = TK.

Taking the logarithm of D/TK gives ln(D/TK) = 1/(2g(D)), which is the stated formula after inversion.

**The coupling diverges.** As D decreases to TK, ln(D/TK) tends to zero through positive values, so its inverse tends to +∞.

## Below TK, the converse, and the ferromagnetic case

A flow with g(D₀) > 0 cannot hold on a window (a, D₀] with 0 ≤ a < TK. Such a window would contain TK, where the logarithmic law gives

1/g(TK) = 1/g(D₀) − 2 · 1/(2g(D₀)) = 0,

although g(TK) would be a positive real number.

Conversely, take any T with 0 < T < D₀ and set g(D) = 1/(2L) with L = ln(D/T). Since L' = 1/D,

g' = −1/(2L²D) = −2g²/D,

and D₀ exp(−ln(D₀/T)) = T. The formula thus solves the scaling equation with the prescribed Kondo temperature.

If instead g is negative and obeys the equation on all of (0, D₀], then

1/g(D) = 1/g(D₀) − 2 ln D₀ + 2 ln D → −∞ as D → 0,

so g(D) → 0: the ferromagnetic coupling scales away.

## A negative initial coupling breaks the theorem

Take D₀ = 1 and

g(D) = −1/(2(1 − ln D)) for 0 < D ≤ 1,

with g(D) = −1/2 for D > 1. The scaling equation holds on (0, 1], but g(1) = −1/2 gives TK = e, which lies above the initial bandwidth. The window (TK, D₀] is empty, so the flow hypothesis of the theorem holds trivially, yet g equals −1/2 near e and does not diverge there. Only the condition g(D₀) > 0 has been violated.

## How the Lean statement expresses the flow

The coupling is a function `g : ℝ → ℝ`, and `IsScalingFlow g a D₀` says that at every D in `Ioc a D₀`, the interval a < D ≤ D₀, it has derivative −2g(D)²/D within that interval. This is the ordinary derivative at interior points and the derivative from below at D₀. Differentiability is part of the condition, and values of g above D₀ play no role in it.

`kondoTemp D g` is D exp(−1/(2g)) as a function of two numbers, so it can be evaluated at any stage of the flow. This fixes the convention for TK: there is no further numerical prefactor.

In `running_coupling`, the hypothesis `hTK` identifies `TK` with the Kondo temperature at D₀, and `hg` requires positivity at D₀ only. The conclusion joins the formula on the window to `Tendsto g (𝓝[>] TK) atTop`, the divergence as D approaches TK from above.

The model has one isotropic coupling and no higher-order terms in the flow. The divergence belongs to this truncated equation, which stops being reliable already above TK, once g is no longer small; it does not describe the physical state below TK.

## The complete file

```lean
import Mathlib

open Filter Topology Set

namespace KondoPoorMansScaling

noncomputable section

/-- The one-loop scaling equation `g'(D) = -2 g(D)² / D` for the dimensionless exchange coupling
`g`, at every `D` in the window `a < D ≤ D₀`, with the derivative taken within that window. -/
def IsScalingFlow (g : ℝ → ℝ) (a D₀ : ℝ) : Prop :=
  ∀ D ∈ Ioc a D₀, HasDerivWithinAt g (-2 * g D ^ 2 / D) (Ioc a D₀) D

/-- The Kondo temperature `D exp(-1/(2g))` for the cutoff `D`, measured from the Fermi level, and
the coupling `g`. -/
def kondoTemp (D g : ℝ) : ℝ := D * Real.exp (-1 / (2 * g))

/-- For a positive coupling the Kondo temperature lies strictly between zero and the
bandwidth. -/
theorem kondoTemp_mem {D x : ℝ} (hD : 0 < D) (hx : 0 < x) :
    kondoTemp D x ∈ Ioo 0 D := by
  refine ⟨mul_pos hD (Real.exp_pos _), ?_⟩
  have h : -1 / (2 * x) < 0 := div_neg_of_neg_of_pos (by norm_num) (by positivity)
  exact mul_lt_of_lt_one_right hD (Real.exp_lt_one_iff.mpr h)

/-- The logarithm of the ratio of bandwidth to Kondo temperature is `1/(2g)`. -/
theorem log_div_kondoTemp {D : ℝ} (hD : 0 < D) (x : ℝ) :
    Real.log (D / kondoTemp D x) = 1 / (2 * x) := by
  unfold kondoTemp
  rw [Real.log_div hD.ne' (mul_pos hD (Real.exp_pos _)).ne',
    Real.log_mul hD.ne' (Real.exp_pos _).ne', Real.log_exp]
  ring

/-- Along the flow the coupling at a reduced bandwidth is at least the initial coupling. -/
theorem coupling_grows {g : ℝ → ℝ} {a D₀ D : ℝ} (ha : 0 ≤ a)
    (hflow : IsScalingFlow g a D₀) (hD : D ∈ Ioc a D₀) : g D₀ ≤ g D := by
  have hanti : AntitoneOn g (Ioc a D₀) := by
    refine antitoneOn_of_hasDerivWithinAt_nonpos (f' := fun x => -2 * g x ^ 2 / x)
      (convex_Ioc a D₀) (fun x hx => (hflow x hx).continuousWithinAt)
      (fun x hx => (hflow x (interior_subset hx)).mono interior_subset) ?_
    intro x hx
    have hx' : x ∈ Ioc a D₀ := interior_subset hx
    exact div_nonpos_of_nonpos_of_nonneg (by nlinarith [sq_nonneg (g x)])
      (ha.trans_lt hx'.1).le
  exact hanti hD ⟨hD.1.trans_le hD.2, le_rfl⟩ hD.2

/-- The inverse of a nonvanishing coupling runs logarithmically with the bandwidth. -/
theorem inv_coupling {g : ℝ → ℝ} {a D₀ D : ℝ} (ha : 0 ≤ a)
    (hflow : IsScalingFlow g a D₀) (hne : ∀ x ∈ Ioc a D₀, g x ≠ 0)
    (hD : D ∈ Ioc a D₀) : 1 / g D = 1 / g D₀ - 2 * Real.log (D₀ / D) := by
  have hD₀ : D₀ ∈ Ioc a D₀ := ⟨hD.1.trans_le hD.2, le_rfl⟩
  -- the combination 1/g - 2 log D has zero derivative
  have hder : ∀ x ∈ Ioc a D₀,
      HasDerivWithinAt (fun y => (g y)⁻¹ - 2 * Real.log y) 0 (Ioc a D₀) x := by
    intro x hx
    have hx0 : x ≠ 0 := (ha.trans_lt hx.1).ne'
    have hg : g x ≠ 0 := hne x hx
    have h1 : HasDerivWithinAt (fun y => (g y)⁻¹) (-(-2 * g x ^ 2 / x) / g x ^ 2)
        (Ioc a D₀) x := (hflow x hx).inv hg
    have h2 : HasDerivWithinAt (fun y => 2 * Real.log y) (2 * x⁻¹) (Ioc a D₀) x :=
      ((Real.hasDerivAt_log hx0).const_mul 2).hasDerivWithinAt
    have h0 : -(-2 * g x ^ 2 / x) / g x ^ 2 - 2 * x⁻¹ = 0 := by
      field_simp
      ring
    exact (h1.sub h2).congr_deriv h0
  -- hence it takes the same value at D and at D₀
  have hb := (convex_Ioc a D₀).norm_image_sub_le_of_norm_hasDerivWithin_le
    (f' := fun _ => (0 : ℝ)) (C := 0) hder (fun x _ => by simp) hD₀ hD
  have heq : (g D)⁻¹ - 2 * Real.log D = (g D₀)⁻¹ - 2 * Real.log D₀ :=
    sub_eq_zero.mp (norm_le_zero_iff.mp (hb.trans_eq (zero_mul _)))
  rw [Real.log_div (ha.trans_lt hD₀.1).ne' (ha.trans_lt hD.1).ne', one_div, one_div]
  linarith

/-- The Kondo temperature is a scaling invariant: it has the same value at every
bandwidth along the flow of a nonvanishing coupling. -/
theorem kondoTemp_invariant {g : ℝ → ℝ} {a D₀ D : ℝ} (ha : 0 ≤ a)
    (hflow : IsScalingFlow g a D₀) (hne : ∀ x ∈ Ioc a D₀, g x ≠ 0)
    (hD : D ∈ Ioc a D₀) : kondoTemp D (g D) = kondoTemp D₀ (g D₀) := by
  have hpos : 0 < D := ha.trans_lt hD.1
  have hpos₀ : 0 < D₀ := hpos.trans_le hD.2
  have r : ∀ x : ℝ, -1 / (2 * x) = -(1 / x) / 2 := fun x => by ring
  have e : -1 / (2 * g D) = -1 / (2 * g D₀) + Real.log (D₀ / D) := by
    rw [r (g D), r (g D₀), inv_coupling ha hflow hne hD]
    ring
  unfold kondoTemp
  rw [e, Real.exp_add, Real.exp_log (div_pos hpos₀ hpos)]
  field_simp

/-- An exchange coupling that is positive at bandwidth `D₀` and obeys the scaling equation
down to the Kondo temperature `TK` equals `1/(2 ln(D/TK))`, and it diverges as the
bandwidth decreases to `TK`. -/
theorem running_coupling {g : ℝ → ℝ} {D₀ TK : ℝ} (hD₀ : 0 < D₀) (hg : 0 < g D₀)
    (hTK : TK = kondoTemp D₀ (g D₀)) (hflow : IsScalingFlow g TK D₀) :
    (∀ D ∈ Ioc TK D₀, g D = 1 / (2 * Real.log (D / TK))) ∧
      Tendsto g (𝓝[>] TK) atTop := by
  have hmem : TK ∈ Ioo 0 D₀ := hTK ▸ kondoTemp_mem hD₀ hg
  have hT : 0 < TK := hmem.1
  have hne : ∀ x ∈ Ioc TK D₀, g x ≠ 0 := fun x hx =>
    (hg.trans_le (coupling_grows hT.le hflow hx)).ne'
  have hform : ∀ D ∈ Ioc TK D₀, g D = 1 / (2 * Real.log (D / TK)) := by
    intro D hD
    have hgD : g D ≠ 0 := hne D hD
    have hinv : TK = kondoTemp D (g D) :=
      hTK.trans (kondoTemp_invariant hT.le hflow hne hD).symm
    have hlog : Real.log (D / TK) = 1 / (2 * g D) :=
      (congrArg (fun t => Real.log (D / t)) hinv).trans
        (log_div_kondoTemp (hT.trans hD.1) (g D))
    rw [hlog]
    field_simp
  refine ⟨hform, ?_⟩
  -- the denominator tends to zero from above
  have hc : ContinuousAt (fun D => 2 * Real.log (D / TK)) TK :=
    continuousAt_const.mul
      (ContinuousAt.log (continuousAt_id.div_const TK) (div_pos hT hT).ne')
  have h : Tendsto (fun D => 2 * Real.log (D / TK)) (𝓝[>] TK)
      (𝓝 (2 * Real.log (TK / TK))) := hc.tendsto.mono_left nhdsWithin_le_nhds
  rw [div_self hT.ne', Real.log_one, mul_zero] at h
  have hlim : Tendsto (fun D => 2 * Real.log (D / TK)) (𝓝[>] TK) (𝓝[>] 0) := by
    refine tendsto_nhdsWithin_iff.mpr ⟨h, ?_⟩
    filter_upwards [self_mem_nhdsWithin] with D hD
    exact Set.mem_Ioi.mpr (mul_pos two_pos (Real.log_pos ((one_lt_div hT).mpr hD)))
  refine (tendsto_inv_nhdsGT_zero.comp hlim).congr' ?_
  filter_upwards [Ioc_mem_nhdsGT hmem.2] with D hD
  show (2 * Real.log (D / TK))⁻¹ = g D
  rw [hform D hD, one_div]

/-- A flow that starts from a positive coupling cannot be continued to bandwidths below
the Kondo temperature. -/
theorem flow_stops_at_kondoTemp {g : ℝ → ℝ} {a D₀ : ℝ} (ha : 0 ≤ a) (hD₀ : 0 < D₀)
    (hg : 0 < g D₀) (hflow : IsScalingFlow g a D₀) : kondoTemp D₀ (g D₀) ≤ a := by
  by_contra hlt
  have hmem : kondoTemp D₀ (g D₀) ∈ Ioc a D₀ :=
    ⟨not_le.mp hlt, (kondoTemp_mem hD₀ hg).2.le⟩
  have hpos : ∀ x ∈ Ioc a D₀, 0 < g x := fun x hx =>
    hg.trans_le (coupling_grows ha hflow hx)
  -- at the Kondo temperature the inverse coupling would vanish
  have h := inv_coupling ha hflow (fun x hx => (hpos x hx).ne') hmem
  rw [log_div_kondoTemp hD₀] at h
  have h0 : 1 / g D₀ - 2 * (1 / (2 * g D₀)) = 0 := by ring
  have h1 := one_div_pos.mpr (hpos _ hmem)
  linarith

/-- Conversely, for any `0 < T < D₀` the coupling `1/(2 ln(D/T))` obeys the scaling
equation on `(T, D₀]`, and its Kondo temperature is `T`. -/
theorem running_coupling_witness {T D₀ : ℝ} (hT : 0 < T) (hTD : T < D₀) :
    IsScalingFlow (fun D => 1 / (2 * Real.log (D / T))) T D₀ ∧
      kondoTemp D₀ (1 / (2 * Real.log (D₀ / T))) = T := by
  have hT0 : T ≠ 0 := hT.ne'
  constructor
  · intro D hD
    have hD0 : D ≠ 0 := (hT.trans hD.1).ne'
    have hL : 0 < Real.log (D / T) := Real.log_pos ((one_lt_div hT).mpr hD.1)
    have h1 : HasDerivAt (fun y => Real.log (y / T)) (1 / T / (D / T)) D :=
      ((hasDerivAt_id D).div_const T).log (div_ne_zero hD0 hT0)
    have h3 : HasDerivAt (fun y => (2 * Real.log (y / T))⁻¹)
        (-(2 * (1 / T / (D / T))) / (2 * Real.log (D / T)) ^ 2) D :=
      (h1.const_mul 2).inv (mul_pos two_pos hL).ne'
    simp only [one_div] at h3 ⊢
    refine h3.hasDerivWithinAt.congr_deriv ?_
    generalize Real.log (D / T) = L at hL ⊢
    have hL0 : L ≠ 0 := hL.ne'
    field_simp
  · have hD0 : 0 < D₀ := hT.trans hTD
    have hL : Real.log (D₀ / T) ≠ 0 := (Real.log_pos ((one_lt_div hT).mpr hTD)).ne'
    have e : ∀ L : ℝ, L ≠ 0 → -1 / (2 * (1 / (2 * L))) = -L := by
      intro L hL
      field_simp
    unfold kondoTemp
    rw [e _ hL, Real.exp_neg, Real.exp_log (div_pos hD0 hT), inv_div]
    field_simp

/-- A ferromagnetic coupling that obeys the scaling equation and is negative at all bandwidths `0 <
D ≤ D₀` tends to zero as the bandwidth goes to zero. -/
theorem ferromagnetic_coupling_vanishes {g : ℝ → ℝ} {D₀ : ℝ} (hD₀ : 0 < D₀)
    (hflow : IsScalingFlow g 0 D₀) (hneg : ∀ D ∈ Ioc 0 D₀, g D < 0) :
    Tendsto g (𝓝[>] 0) (𝓝 0) := by
  -- the inverse coupling tends to minus infinity
  have hlog : Tendsto (fun D => (1 / g D₀ - 2 * Real.log D₀) + 2 * Real.log D)
      (𝓝[>] 0) atBot :=
    tendsto_atBot_add_const_left _ _
      (Real.tendsto_log_nhdsGT_zero.const_mul_atBot two_pos)
  refine (tendsto_inv_atBot_zero.comp hlog).congr' ?_
  filter_upwards [Ioc_mem_nhdsGT hD₀] with D hD
  have h := inv_coupling le_rfl hflow (fun x hx => (hneg x hx).ne) hD
  rw [Real.log_div hD₀.ne' hD.1.ne'] at h
  have h' : (1 / g D₀ - 2 * Real.log D₀) + 2 * Real.log D = 1 / g D := by linarith
  show ((1 / g D₀ - 2 * Real.log D₀) + 2 * Real.log D)⁻¹ = g D
  rw [h', one_div, inv_inv]

end

end KondoPoorMansScaling
```

```lean
#print axioms KondoPoorMansScaling.running_coupling
-- 'KondoPoorMansScaling.running_coupling' depends on axioms: [propext, Classical.choice, Quot.sound]
#print axioms KondoPoorMansScaling.flow_stops_at_kondoTemp
-- 'KondoPoorMansScaling.flow_stops_at_kondoTemp' depends on axioms: [propext, Classical.choice, Quot.sound]
#print axioms KondoPoorMansScaling.ferromagnetic_coupling_vanishes
-- 'KondoPoorMansScaling.ferromagnetic_coupling_vanishes' depends on axioms: [propext, Classical.choice, Quot.sound]
```

## From the derivative to the limit in Lean

`kondoTemp_mem` shows that 0 < TK < D for a positive coupling, because the exponential of a negative number lies between zero and one. `log_div_kondoTemp` computes ln(D/TK) = 1/(2g) from the definition.

`coupling_grows` is the sign argument. Mathlib's `antitoneOn_of_hasDerivWithinAt_nonpos` turns a nonpositive derivative in the interior, together with continuity on the interval, into monotonicity, which is then applied to D ≤ D₀.

`inv_coupling` contains the integration. The facts `h1` and `h2` differentiate 1/g and 2 ln D, and `h0` is the cancellation 2/D − 2/D = 0. The mean value inequality on a convex set, with derivative bound `C := 0`, then shows that the combination has equal values at D and D₀. The lemma asks only that g never vanish, so it serves both signs of the coupling.

`kondoTemp_invariant` exponentiates this law: `Real.exp_add` splits the exponent, and `Real.exp_log` turns the logarithmic term into the factor D₀/D.

`running_coupling` assembles these results. It obtains `hne`, the nonvanishing of g, from `coupling_grows`, rewrites TK as the Kondo temperature at the current bandwidth, and inverts the logarithm to obtain `hform`. For the limit, continuity shows that 2 ln(D/TK) tends to zero, and `Real.log_pos` shows that it does so from above. The inverse therefore tends to +∞, and `congr'` transfers this to g, which agrees with the inverse for D just above TK.

`flow_stops_at_kondoTemp` argues by contradiction: if a were below TK, `inv_coupling` at TK would make a positive inverse coupling equal to zero. `running_coupling_witness` differentiates the explicit solution and evaluates its Kondo temperature. `ferromagnetic_coupling_vanishes` uses `inv_coupling` again, now with the inverse coupling tending to −∞, and inverts the limit.
